# A continuous local potential is the functional derivative of a local energy on a periodic grid

On a finite periodic grid with spacing $h$, let the energy of a real density $\rho$ be $E(\rho) = \sum_i h \int_0^{\rho_i} g(t)\,dt$, where $g$ is continuous. The lemma says that $E$ is differentiable at every $\rho$, with differential $dE = \sum_i h\,g(\rho_i)\,d\rho_i$, so that for $h \neq 0$ its functional derivative at site $i$ is the local potential $g(\rho_i)$. The density need not be positive or normalised. The attempt differentiates the sum term by term, using the fundamental theorem of calculus for the integral and the chain rule for its dependence on $\rho_i$.

This version doesn't compile in Lean 4 with Mathlib:

```lean
import Mathlib

open Filter Topology

namespace LocalEnergy

noncomputable section

/-- A real density on the periodic grid with `N` sites. -/
abbrev Density (N : ℕ) := ZMod N → ℝ

variable {N : ℕ} [NeZero N] {h : ℝ}

/-- The energy `E` is differentiable at `ρ` with differential `dE = ∑ i, h * v i * dρ i`; for
`h ≠ 0` this says that `v` is the functional derivative of `E` at `ρ`. -/
def IsFunctionalDerivAt (h : ℝ) (E : Density N → ℝ) (ρ v : Density N) : Prop :=
  HasFDerivAt E (∑ i, (h * v i) •
    (ContinuousLinearMap.proj i : Density N →L[ℝ] ℝ)) ρ

/-- A continuous local potential `g (ρ i)` is the functional derivative of the local energy
`∑ i, h * ∫ g` with the integral taken from `0` to `ρ i`, for spacing `h ≠ 0`. -/
theorem local_energy {g : ℝ → ℝ} (hg : Continuous g) (ρ : Density N) :
    IsFunctionalDerivAt h (fun σ => ∑ i, h * ∫ t in (0 : ℝ)..σ i, g t) ρ
      (fun i => g (ρ i)) := by
  refine HasFDerivAt.fun_sum fun i _ => ?_
  have hd : HasDerivAt (fun u => h * ∫ t in (0 : ℝ)..u, g t) (h * g (ρ i)) (ρ i) :=
    (hg.integral_hasStrictDerivAt 0 (ρ i)).hasDerivAt.const_mul h
  have hp : HasFDerivAt (fun σ : Density N => σ i)
      (ContinuousLinearMap.proj i : Density N →L[ℝ] ℝ) ρ := hasFDerivAt_apply i ρ
  exact hd.comp_hasFDerivAt ρ hp

end

end LocalEnergy
```

Compiling this gives:

```
Main.lean:30:30: error: Application type mismatch: The argument
  hp
has type
  HasFDerivAt (fun σ => σ i) (ContinuousLinearMap.proj i) ρ
but is expected to have type
  HasFDerivAt (fun σ => ∫ (t : ℝ) in 0..σ i, g t) (ContinuousLinearMap.proj i) ρ
in the application
  HasDerivAt.comp_hasFDerivAt ρ ?m.145 hp
Main.lean:30:8: error: Application type mismatch: The argument
  hd
has type
  HasDerivAt (fun u => h * ∫ (t : ℝ) in 0..u, g t) (h * g (ρ i)) (ρ i)
but is expected to have type
  HasDerivAt (HMul.hMul h) (h * (fun i => g (ρ i)) i) (∫ (t : ℝ) in 0..ρ i, g t)
in the application
  HasDerivAt.comp_hasFDerivAt ρ hd
```

Lean accepts the file once it reads:

```diff
@@ -28,5 +28,6 @@
   have hp : HasFDerivAt (fun σ : Density N => σ i)
       (ContinuousLinearMap.proj i : Density N →L[ℝ] ℝ) ρ := hasFDerivAt_apply i ρ
-  exact hd.comp_hasFDerivAt ρ hp
+  have hc := HasDerivAt.comp_hasFDerivAt ρ hd hp
+  exact hc
 
 end
```

Diagnosis. Both messages come from one wrong choice of functions in the chain rule. `HasDerivAt.comp_hasFDerivAt` concludes something about a composition, and `exact` lets Lean use the goal to decide what is composed. The goal's function, `h * ∫ t in 0..σ i, g t`, can be split in more than one way. Lean took multiplication by `h` as the outer function and the integral, as a function of `σ`, as the inner one.

The proof intends another split: `hp` differentiates the inner function `σ i`, and `hd` the outer function `h * ∫ t in 0..u, g t`. The first message therefore rejects `hp` and the second `hd`, though both facts are correct.

In the repair, `have hc` states no type, so the goal no longer guides the choice and the two functions are read from `hd` and `hp`. `exact hc` then only has to check that the finished composition agrees with the goal, which it does by unfolding definitions. Writing `HasDerivAt.comp_hasFDerivAt ρ hd hp` instead of `hd.comp_hasFDerivAt ρ hp` is merely a change of notation.
